# Adding a positive semidefinite stiffness to coupled harmonic oscillators never lowers their zero-point energy

Q: In a many-body dispersion calculation with Drude oscillators I diagonalise the mass-weighted stiffness matrix, take the square roots of all its eigenvalues and halve their sum. Then I make one atom less polarisable by stiffening its spring, with masses, charges and dipole couplings held fixed. Before the second diagonalisation I already write that the total zero-point energy has gone up. What entitles me to that, when many modes of the coupled system can change at once?

A: The change in the stiffness matrix. Let $C$ be the old matrix and $D$ the new one, in units with $\hbar=1$. You have added a potential energy that is nowhere negative, so $x\cdot(D-C)x\ge 0$ for every displacement $x$: $D-C$ is positive semidefinite. If $C$ is positive semidefinite too, the zero-point energy cannot fall, and it stays the same only if $C=D$.

Take two one-dimensional oscillators with

$$C=\begin{pmatrix}5&4\\4&5\end{pmatrix},\qquad D=\begin{pmatrix}13&4\\4&5\end{pmatrix}.$$

The eigenvalues of $C$ are $9$ and $1$, so its energy is $(3+1)/2=2$. Those of $D$ are $9\pm4\sqrt2$, with square roots $2\sqrt2\pm1$, so its energy is $2\sqrt2\approx2.83$.

Q: Is that the dispersion energy?

A: No, it is the first of two terms. The dispersion energy is the coupled zero-point energy minus that of the uncoupled oscillators, and stiffening a spring raises both. The result orders the totals and leaves the sign of the change in their difference open.

Q: Then show me the argument without any Lean.

A: Write $C=U\,\mathrm{diag}(\lambda_i)\,U^{\mathsf T}$, with the normal modes as columns of the orthogonal matrix $U$, and define the frequency matrix $S=U\,\mathrm{diag}(\sqrt{\lambda_i})\,U^{\mathsf T}$. It is positive semidefinite, $S^2=C$, and

$$\operatorname{tr}S=\sum_i\sqrt{\lambda_i}=2E(C),$$

where $E$ is the zero-point energy. Let $T$ be the frequency matrix of $D$; it is not the dipole tensor that usually carries this letter in dispersion theory.

The matrices $S$ and $T$ need not commute, so $T^2-S^2$ does not simply factorise. The symmetrised product does the job:

$$2(T^2-S^2)=(T-S)(T+S)+(T+S)(T-S).$$

Let $v\neq0$ satisfy $(T-S)v=\mu v$. Since $T-S$ is symmetric, it can act to the left in the first product and to the right in the second. Each gives $\mu\,v\cdot(T+S)v$, hence

$$v\cdot(T^2-S^2)v=\mu\,v\cdot(T+S)v .$$

Suppose $\mu<0$. The left side is $v\cdot(D-C)v\ge0$, while $v\cdot(T+S)v\ge0$ makes the right side at most zero. So $v\cdot(T+S)v=0$. Both $v\cdot Tv$ and $v\cdot Sv$ are nonnegative, so both vanish. But then $\mu\,v\cdot v=v\cdot(T-S)v=0$, which is impossible. Therefore $T-S$ has no negative eigenvalue.

Its trace, the sum of its eigenvalues, is then nonnegative, which says $E(D)\ge E(C)$. If the energies are equal, the eigenvalues are nonnegative numbers with sum zero, so all vanish, $T=S$, and squaring gives $D=C$. The converse is immediate.

Q: Fine. Now I want to see whether the formal statement is about oscillators at all. Where do they enter?

A: Through the definition of the energy. The coordinates are labelled by a finite type `n`, which for $N$ three-dimensional Drude oscillators would have $3N$ elements.

```lean
import Mathlib

open Matrix

namespace StiffeningOscillators

noncomputable section

variable {n : Type*} [Fintype n] [DecidableEq n]

/-- The zero-point energy of coupled oscillators with positive semidefinite stiffness matrix `C`,
in units where the masses and `ħ` are one: half the sum of the normal-mode frequencies, which are
the square roots of the eigenvalues of `C`. -/
def zeroPointEnergy {C : Matrix n n ℝ} (hC : C.PosSemidef) : ℝ :=
  (∑ i, √(hC.1.eigenvalues i)) / 2
```

Here `C : Matrix n n ℝ` is the stiffness matrix, and `hC : C.PosSemidef` says that it is symmetric and that no displacement has negative potential energy. The component `hC.1` is the symmetry, from which Mathlib obtains the real eigenvalues.

Q: So the Schrödinger equation is nowhere in sight. You have defined the answer.

A: The formula for the energy is put in as a definition, and that is the step you have to supply. For the Hamiltonian $H=\tfrac12 p\cdot p+\tfrac12 x\cdot Cx$, the orthogonal change to normal coordinates leaves the kinetic energy alone and splits $H$ into independent oscillators of frequency $\sqrt{\lambda_i}$, each with lowest energy $\sqrt{\lambda_i}/2$. A mode with $\lambda_i=0$ is a free particle: it has no normalisable ground state, but its spectrum starts at zero, which is what the formula assigns to it.

Q: My oscillators have different masses.

A: Then use mass-weighted coordinates. With a diagonal matrix $M$ of positive masses and a force-constant matrix $K$, the matrix to insert is $C=M^{-1/2}KM^{-1/2}$. If the masses are the same before and after, a positive semidefinite change in $K$ gives a positive semidefinite change in $C$. A change of mass is a different comparison.

Q: And what does the main theorem say, word for word?

A: `zeroPointEnergy_mono` takes two real matrices `C` and `D` and three hypotheses: `C`, `D` and `D - C` are positive semidefinite. It concludes that the energy of `C` is at most that of `D`, and that the two are equal if and only if `C = D`. The hypothesis on `D` follows from the other two, but it appears separately because `zeroPointEnergy` takes such a proof as its argument.

Physically, the condition on `C` excludes a system whose dipole coupling is so strong that it has an unstable mode. Zero-frequency modes are allowed, so the matrices need not be positive definite.

Q: Could I read "stiffer" as "no matrix element has decreased"?

A: No. Start from two uncoupled oscillators of frequency one and switch on a coupling $c$ with $0<c\le1$:

$$\begin{pmatrix}1&0\\0&1\end{pmatrix}\longrightarrow\begin{pmatrix}1&c\\c&1\end{pmatrix}.$$

No element decreases, yet the energy falls from $1$ to $(\sqrt{1+c}+\sqrt{1-c})/2<1$. The change has eigenvalues $\pm c$, so it is not positive semidefinite. This lowering is the dispersion attraction of the model, and the theorem is silent about it.

Q: All right, the proof. You need the square root of a matrix. How is it built?

A: From the normal modes, as in the derivation.

```lean
/-- The frequency matrix of a positive semidefinite stiffness matrix `C`: it has the normal modes
of `C` as eigenvectors and the mode frequencies as eigenvalues. -/
def frequencyMatrix {C : Matrix n n ℝ} (hC : C.PosSemidef) : Matrix n n ℝ :=
  (hC.1.eigenvectorUnitary : Matrix n n ℝ) * diagonal (fun i => √(hC.1.eigenvalues i)) *
    star (hC.1.eigenvectorUnitary : Matrix n n ℝ)
```

For real matrices `star` is the transpose, so this is $U\,\mathrm{diag}(\sqrt{\lambda_i})\,U^{\mathsf T}$. Three properties are then proved. The first is positivity: a diagonal matrix of square roots is positive semidefinite, and passing to other coordinates keeps it so.

```lean
/-- The frequency matrix is positive semidefinite. -/
theorem frequencyMatrix_posSemidef {C : Matrix n n ℝ} (hC : C.PosSemidef) :
    (frequencyMatrix hC).PosSemidef := by
  have hd : (diagonal (fun i => √(hC.1.eigenvalues i))).PosSemidef :=
    PosSemidef.diagonal (fun i => Real.sqrt_nonneg _)
  exact hd.mul_mul_conjTranspose_same _
```

The second is $S^2=C$. In `key` the inner pair $U^{\mathsf T}U$ cancels. The fact `hd` squares the diagonal part, where nonnegative eigenvalues are needed for $\sqrt{\lambda_i}\,\sqrt{\lambda_i}=\lambda_i$, and the spectral theorem `hs` identifies the result with `C`.

```lean
/-- The square of the frequency matrix is the stiffness matrix. -/
theorem frequencyMatrix_mul_self {C : Matrix n n ℝ} (hC : C.PosSemidef) :
    frequencyMatrix hC * frequencyMatrix hC = C := by
  have hU := mem_unitaryGroup_iff'.mp hC.1.eigenvectorUnitary.2
  have hs := hC.1.spectral_theorem
  simp only [Unitary.conjStarAlgAut_apply, RCLike.ofReal_real_eq_id, Function.id_comp] at hs
  have hd : diagonal (fun i => √(hC.1.eigenvalues i)) *
      diagonal (fun i => √(hC.1.eigenvalues i)) = diagonal hC.1.eigenvalues := by
    rw [diagonal_mul_diagonal]
    congr 1
    funext i
    exact Real.mul_self_sqrt (hC.eigenvalues_nonneg i)
  -- the inner pair of mode matrices cancels
  have key : ∀ U V A : Matrix n n ℝ, V * U = 1 → (U * A * V) * (U * A * V) = U * (A * A) * V := by
    intro U V A h
    calc (U * A * V) * (U * A * V) = U * A * (V * U) * A * V := by simp only [mul_assoc]
      _ = U * (A * A) * V := by rw [h, mul_one, mul_assoc U A A]
  unfold frequencyMatrix
  rw [key _ _ _ hU, hd]
  exact hs.symm
```

The third ties the matrix to the energy. Cyclicity of the trace brings $U^{\mathsf T}$ next to $U$, and what remains is the sum of frequencies.

```lean
/-- The zero-point energy is half the trace of the frequency matrix. -/
theorem zeroPointEnergy_eq_trace {C : Matrix n n ℝ} (hC : C.PosSemidef) :
    zeroPointEnergy hC = (frequencyMatrix hC).trace / 2 := by
  have hU := mem_unitaryGroup_iff'.mp hC.1.eigenvectorUnitary.2
  unfold zeroPointEnergy frequencyMatrix
  rw [trace_mul_comm, ← mul_assoc, hU, one_mul, trace_diagonal]
```

Q: Now the symmetrised product. The comment in the code speaks of expectation values. Of a quantum state?

A: Of a vector in the space of displacements, not of a wavefunction. The expression ``v ⬝ᵥ A *ᵥ v`` is $v\cdot Av$, and $v$ need not have unit length. The normalised expectation value is $v\cdot Av/v\cdot v$ for $v\ne0$; dividing both sides of the identity by $v\cdot v$ gives the same relation between normalised values.

```lean
/-- If `T - S` is symmetric and `v` is an eigenvector of it with eigenvalue `μ`, then the
expectation value of `T² - S²` in `v` is `μ` times that of `T + S`. -/
theorem expectation_sq_sub_sq {S T : Matrix n n ℝ} (hM : (T - S).IsSymm) {v : n → ℝ} {μ : ℝ}
    (hv : (T - S) *ᵥ v = μ • v) :
    v ⬝ᵥ (T * T - S * S) *ᵥ v = μ * (v ⬝ᵥ (T + S) *ᵥ v) := by
  have hsym : ∀ w, v ⬝ᵥ (T - S) *ᵥ w = ((T - S) *ᵥ v) ⬝ᵥ w := by
    intro w
    rw [dotProduct_mulVec, ← mulVec_transpose, hM.eq]
  -- twice the difference of squares is a symmetrised product
  have split : (T * T - S * S) + (T * T - S * S) =
      (T - S) * (T + S) + (T + S) * (T - S) := by noncomm_ring
  have h : v ⬝ᵥ ((T * T - S * S) + (T * T - S * S)) *ᵥ v =
      v ⬝ᵥ ((T - S) * (T + S) + (T + S) * (T - S)) *ᵥ v := by rw [split]
  rw [add_mulVec, add_mulVec ((T - S) * (T + S)), dotProduct_add, dotProduct_add,
    ← mulVec_mulVec, ← mulVec_mulVec, hsym, hv, mulVec_smul, smul_dotProduct,
    dotProduct_smul, smul_eq_mul] at h
  linarith
```

The fact `hsym` lets $T-S$ act to the left, and `split` is the symmetrised product. Taking both sides of `split` between $v$ and $v$, and using the eigenvalue equation once in each product, gives twice the desired identity; `linarith` removes the factor of two. Only the difference $T-S$ has to be symmetric here.

Q: And the contradiction with a negative $\mu$?

A: That is the next lemma. It reduces positivity of $T-S$ to its eigenvalues, assumes that one is negative and takes an eigenvector for it.

```lean
/-- For positive semidefinite `S` and `T`, if `T² - S²` is positive semidefinite, then so is
`T - S`: the square root preserves the order of matrices. -/
theorem posSemidef_sub_of_sq {S T : Matrix n n ℝ} (hS : S.PosSemidef) (hT : T.PosSemidef)
    (h : (T * T - S * S).PosSemidef) : (T - S).PosSemidef := by
  have hM : (T - S).IsHermitian := hT.1.sub hS.1
  have hMs : (T - S).IsSymm := by
    have h1 := hM.eq
    rwa [conjTranspose_eq_transpose_of_trivial] at h1
  rw [hM.posSemidef_iff_eigenvalues_nonneg]
  intro i
  change 0 ≤ hM.eigenvalues i
  by_contra hneg
  have hμ : hM.eigenvalues i < 0 := lt_of_not_ge hneg
  obtain ⟨v, hv0, hv⟩ : ∃ v : n → ℝ, v ≠ 0 ∧ (T - S) *ᵥ v = hM.eigenvalues i • v :=
    ⟨(hM.eigenvectorBasis i).ofLp,
      fun h0 => hM.eigenvectorBasis.orthonormal.ne_zero i (PiLp.ext fun j => congrFun h0 j),
      hM.mulVec_eigenvectorBasis i⟩
  have pos : ∀ {A : Matrix n n ℝ}, A.PosSemidef → 0 ≤ v ⬝ᵥ A *ᵥ v := by
    intro A hA
    have h1 := hA.dotProduct_mulVec_nonneg v
    rwa [star_trivial] at h1
  have ha := pos hT
  have hb := pos hS
  have hq := pos h
  rw [expectation_sq_sub_sq hMs hv, add_mulVec, dotProduct_add] at hq
  have hd : v ⬝ᵥ (T - S) *ᵥ v = hM.eigenvalues i * (v ⬝ᵥ v) := by
    rw [hv, dotProduct_smul, smul_eq_mul]
  rw [sub_mulVec, dotProduct_sub] at hd
  -- a negative eigenvalue forces both expectation values to vanish
  have hsum : v ⬝ᵥ T *ᵥ v + v ⬝ᵥ S *ᵥ v ≤ 0 := by
    by_contra hc
    exact absurd hq (not_le_of_gt (mul_neg_of_neg_of_pos hμ (lt_of_not_ge hc)))
  have hz : hM.eigenvalues i * (v ⬝ᵥ v) = 0 := by linarith
  rcases mul_eq_zero.mp hz with h0 | h0
  · exact hμ.ne h0
  · exact hv0 (dotProduct_self_eq_zero.mp h0)
```

The three facts `ha`, `hb` and `hq` are the nonnegative values of $v\cdot Tv$, $v\cdot Sv$ and $v\cdot(T^2-S^2)v$. With $\mu<0$, the identity yields `hsum`, that $v\cdot Tv+v\cdot Sv\le0$. Together with `ha` and `hb` this makes both terms zero, so $\mu\,v\cdot v=0$, which is `hz`. The last lines rule out both ways for that product to vanish: $\mu$ is negative and $v$ is not zero.

Q: So the energy theorem is now just a trace?

A: Yes, applied to the two frequency matrices.

```lean
/-- Stiffening coupled oscillators never lowers their zero-point energy: if `C`, `D` and `D - C`
are positive semidefinite, the energy of `C` is at most that of `D`, with equality if and only if
`C = D`. -/
theorem zeroPointEnergy_mono {C D : Matrix n n ℝ} (hC : C.PosSemidef) (hD : D.PosSemidef)
    (h : (D - C).PosSemidef) :
    zeroPointEnergy hC ≤ zeroPointEnergy hD ∧
      (zeroPointEnergy hC = zeroPointEnergy hD ↔ C = D) := by
  have hW : (frequencyMatrix hD - frequencyMatrix hC).PosSemidef := by
    apply posSemidef_sub_of_sq (frequencyMatrix_posSemidef hC) (frequencyMatrix_posSemidef hD)
    rwa [frequencyMatrix_mul_self, frequencyMatrix_mul_self]
  have ht := hW.trace_nonneg
  rw [trace_sub] at ht
  refine ⟨?_, ?_, ?_⟩
  · rw [zeroPointEnergy_eq_trace, zeroPointEnergy_eq_trace]
    linarith
  · intro he
    rw [zeroPointEnergy_eq_trace, zeroPointEnergy_eq_trace] at he
    -- a positive semidefinite matrix without trace is zero
    have h0 : frequencyMatrix hD - frequencyMatrix hC = 0 := by
      apply hW.trace_eq_zero_iff.mp
      rw [trace_sub]
      linarith
    rw [← frequencyMatrix_mul_self hC, ← frequencyMatrix_mul_self hD, sub_eq_zero.mp h0]
  · intro he
    subst he
    rfl
```

The fact `hW` says that $T-S$ is positive semidefinite; the two rewrites in its proof replace $T^2$ and $S^2$ by $D$ and $C$. The inequality is `ht`, the nonnegative trace, expressed in energies. For the equality case, `h0` uses that a positive semidefinite matrix of zero trace is zero, and squaring the equal frequency matrices gives `C = D`.

Q: My original step was more specific: I stiffened one spring. Do I get a strict increase?

A: You do. Let a spring have energy $k(u\cdot x)^2/2$, where $k$ is its force constant and the vector $u$ selects the combination of coordinates that it stretches. Its stiffness matrix is $k\,uu^{\mathsf T}$, written `k • vecMulVec u u`. Since $x\cdot(k\,uu^{\mathsf T})x=k(u\cdot x)^2$, it is positive semidefinite for $k\ge0$.

```lean
omit [DecidableEq n] in
/-- A harmonic spring with energy `k (u · x)² / 2` and `k ≥ 0` has a positive semidefinite
stiffness matrix. -/
theorem spring_posSemidef {k : ℝ} (hk : 0 ≤ k) (u : n → ℝ) :
    (k • vecMulVec u u).PosSemidef := by
  have h := posSemidef_vecMulVec_self_star u
  rw [star_trivial] at h
  exact h.smul hk
```

For $k>0$ and $u\ne0$ the added matrix is not zero: some component $u_i$ is nonzero, and the diagonal entry $k u_i^2$ is positive. Equal energies would force $C=C+k\,uu^{\mathsf T}$, which that entry contradicts.

```lean
/-- Adding a spring with energy `k (u · x)² / 2`, where `k > 0` and `u ≠ 0`, to oscillators with
positive semidefinite stiffness matrix strictly raises the zero-point energy. -/
theorem zeroPointEnergy_lt_add_spring {C : Matrix n n ℝ} (hC : C.PosSemidef) {k : ℝ}
    (hk : 0 < k) {u : n → ℝ} (hu : u ≠ 0) :
    zeroPointEnergy hC < zeroPointEnergy (hC.add (spring_posSemidef hk.le u)) := by
  have hm := zeroPointEnergy_mono hC (hC.add (spring_posSemidef hk.le u))
    (by rw [add_sub_cancel_left]; exact spring_posSemidef hk.le u)
  refine lt_of_le_of_ne hm.1 fun he => ?_
  obtain ⟨i, hi⟩ := Function.ne_iff.mp hu
  -- the spring changes a diagonal entry of the stiffness matrix
  have e : C i i = C i i + k * (u i * u i) := congrFun (congrFun (hm.2.mp he) i) i
  have hp : 0 < k * (u i * u i) := mul_pos hk (mul_self_pos.mpr hi)
  linarith

end

end StiffeningOscillators
```

In the two-oscillator example, $u=(1,0)$ and $k=8$. Stiffening an isotropic Drude spring in three dimensions adds three such terms, one for each Cartesian direction, and the theorem applies to each in turn.

Q: So how far does this take me with real molecules?

A: As far as the harmonic model does. In many-body dispersion methods that represent the electronic response by finitely many dipole-coupled oscillators, it fixes the direction in which the total zero-point energy moves when a spring is stiffened and everything else in the matrix stays put. If your parametrisation also changes the couplings when you change a polarisability, check the whole difference $D-C$ before you use the inequality.

```lean
#print axioms StiffeningOscillators.zeroPointEnergy_mono
#print axioms StiffeningOscillators.zeroPointEnergy_lt_add_spring
```

```
'StiffeningOscillators.zeroPointEnergy_mono' depends on axioms: [propext, Classical.choice, Quot.sound]
'StiffeningOscillators.zeroPointEnergy_lt_add_spring' depends on axioms: [propext, Classical.choice, Quot.sound]
```
